# The Delta gauge of two harmonic energy–volume curves with minima symmetric about the window centre

Take two parabolas in a variable \(x\), the volume measured from the centre of a window \(-1\le x\le 1\), in arbitrary units. The first has stiffness (second derivative) 3 and its minimum at \(x=1\); the second has stiffness 1 and its minimum at \(x=-1\). Both minimum values are set to zero. Their difference is

\[
\tfrac32(x-1)^2-\tfrac12(x+1)^2=(x^2+1)-4x .
\]

The bracket is even in \(x\) and comes from the unequal stiffnesses. The term \(-4x\) is odd and comes from the displaced minima. When the difference is squared, the cross term \(-8x(x^2+1)\) is odd, so its average over the symmetric window is zero. What remains is a sum of two separate averages:

\[
\tfrac12\int_{-1}^{1}(x^2+1)^2\,dx+\tfrac12\int_{-1}^{1}16x^2\,dx
=\frac{28}{15}+\frac{16}{3}=\frac{36}{5}.
\]

The root mean square difference of the two curves is therefore \(6/\sqrt5\approx 2.68\). The same cancellation works for any two stiffnesses, any window width and any displacement that keeps the minima symmetric about the centre. It gives a closed formula with two nonnegative terms, one from the even part of the difference and one from the odd part.

```lean
import Mathlib

open intervalIntegral

namespace DeltaGauge

noncomputable section
```

## Two parabolas and a window

Near its equilibrium volume \(V_0\), the energy of a crystal as a function of volume \(V\) is approximately

\[
E(V)=\frac{k}{2}(V-V_0)^2 ,
\]

once the minimum energy has been set to zero. The stiffness \(k\) is the second derivative of the energy with respect to volume; for a stable solid it is positive and equals the bulk modulus at equilibrium divided by \(V_0\).

```lean
/-- Harmonic equation of state with stiffness `k` and equilibrium volume `V₀`,
its minimum energy being set to zero. -/
def harmonicEOS (k V₀ V : ℝ) : ℝ := k / 2 * (V - V₀) ^ 2
```

In `harmonicEOS k V₀ V` all three arguments are real numbers. The definition puts no sign condition on the stiffness and does not require the volume to be positive. For \(k>0\) the number \(V_0\) is the equilibrium volume, and this is the case with physical content. Anharmonic terms, which a fitted equation of state such as the Birch–Murnaghan form contains, are absent from the model.

To compare two curves \(E_1\) and \(E_2\), choose a window with centre \(c\) and half-width \(w\), average the squared difference over it, and take the square root:

\[
\Delta=\left(\frac{1}{2w}\int_{c-w}^{c+w}\bigl(E_1(V)-E_2(V)\bigr)^2\,dV\right)^{1/2}.
\]

This is the Delta gauge, provided that each curve has first been shifted so that its minimum energy is zero. Without this shift, a constant offset between the total energies of two codes would enter \(\Delta\). Both curves must refer to the same amount of matter, and \(\Delta\) scales with that amount when energy, volume and window are scaled together, so in practice it is quoted per atom. It has the dimension of an energy and condenses the disagreement of two energy–volume curves into one number, which is how it serves in comparisons of electronic-structure codes; the formulas below describe that number only for harmonic curves whose minima lie symmetrically about \(c\).

```lean
/-- The Delta gauge: root mean square difference of two energy-volume curves
on the window from `c - w` to `c + w`. -/
def deltaGauge (E₁ E₂ : ℝ → ℝ) (c w : ℝ) : ℝ :=
  Real.sqrt ((∫ V in (c - w)..(c + w), (E₁ V - E₂ V) ^ 2) / (2 * w))
```

The definition `deltaGauge` accepts any two real functions and does not shift them; for positive stiffness, `harmonicEOS` already has minimum energy zero. The harmonic form enters only in the theorems. The half-width `w` is an absolute volume. If the window is specified as a percentage of the mean equilibrium volume, that percentage has to be converted to \(w\) first.

Being a square root, \(\Delta\) is never negative. This small observation is needed later, whenever a formula for \(\Delta^2\) is turned into one for \(\Delta\).

```lean
/-- The Delta gauge is nonnegative. -/
theorem deltaGauge_nonneg (E₁ E₂ : ℝ → ℝ) (c w : ℝ) : 0 ≤ deltaGauge E₁ E₂ c w :=
  Real.sqrt_nonneg _
```

## Stiffness mismatch is even, volume shift is odd

Let the first curve have stiffness \(k_1\) and its minimum at \(c+d\), and the second stiffness \(k_2\) and its minimum at \(c-d\). The window is thus centred on the mean of the two equilibrium volumes, which are a distance \(2|d|\) apart. The sign of \(d\) records which of them is larger.

With \(x=V-c\), expanding the squares gives

\[
\begin{aligned}
E_1-E_2&=\frac{k_1}{2}(x-d)^2-\frac{k_2}{2}(x+d)^2\\
&=\frac{k_1-k_2}{2}\,(x^2+d^2)-(k_1+k_2)\,d\,x .
\end{aligned}
\]

The first term is even in \(x\) and vanishes for equal stiffnesses. The second is odd and vanishes when the minima coincide.

```lean
/-- The energy difference splits into a part even about the window centre, proportional to the
stiffness difference, and an odd part, proportional to the volume shift. -/
theorem energy_difference (k₁ k₂ c d V : ℝ) :
    harmonicEOS k₁ (c + d) V - harmonicEOS k₂ (c - d) V =
      (k₁ - k₂) / 2 * ((V - c) ^ 2 + d ^ 2) - (k₁ + k₂) * d * (V - c) := by
  unfold harmonicEOS
  ring
```

The proof unfolds the definition of the parabola and leaves the expansion to `ring`, which verifies polynomial identities. The statement holds for all real values of the five variables.

## Integrating the squared difference

Abbreviate \(a=k_1-k_2\) and \(s=k_1+k_2\). The square of the difference is

\[
\frac{a^2}{4}x^4-a s d\,x^3+\left(\frac{a^2d^2}{2}+s^2d^2\right)x^2-a s d^3\,x+\frac{a^2d^4}{4},
\]

and an antiderivative is

\[
F(x)=\frac{a^2}{20}x^5-\frac{a s d}{4}x^4+\left(\frac{a^2d^2}{6}+\frac{s^2d^2}{3}\right)x^3-\frac{a s d^3}{2}x^2+\frac{a^2d^4}{4}x .
\]

The terms in \(x^4\) and \(x^2\) take the same value at \(x=w\) and \(x=-w\), so they drop out of \(F(w)-F(-w)\). These are exactly the terms containing the product \(as\), that is, the cross term between stiffness mismatch and volume shift. The odd powers double:

\[
\begin{aligned}
F(w)-F(-w)&=2\left[\frac{a^2w^5}{20}+\left(\frac{a^2d^2}{6}+\frac{s^2d^2}{3}\right)w^3+\frac{a^2d^4w}{4}\right]\\
&=2w\left[\frac{a^2}{4}\left(\frac{w^4}{5}+\frac{2d^2w^2}{3}+d^4\right)+\frac{s^2d^2w^2}{3}\right].
\end{aligned}
\]

```lean
/-- The squared energy difference of two harmonic equations of state, integrated over the
window. -/
theorem integral_sq_difference (k₁ k₂ c d w : ℝ) :
    (∫ V in (c - w)..(c + w),
      (harmonicEOS k₁ (c + d) V - harmonicEOS k₂ (c - d) V) ^ 2) =
      2 * w * ((k₁ - k₂) ^ 2 * (w ^ 4 / 5 + 2 * d ^ 2 * w ^ 2 / 3 + d ^ 4) / 4
        + (k₁ + k₂) ^ 2 * d ^ 2 * w ^ 2 / 3) := by
  simp only [energy_difference]
  -- an explicit antiderivative, as a polynomial in the distance from the centre
  have hF : ∀ V : ℝ, HasDerivAt
      (fun V : ℝ => ((k₁ - k₂) ^ 2 / 20) * (V - c) ^ 5
        + (-((k₁ - k₂) * (k₁ + k₂) * d / 4)) * (V - c) ^ 4
        + ((k₁ - k₂) ^ 2 * d ^ 2 / 6 + (k₁ + k₂) ^ 2 * d ^ 2 / 3) * (V - c) ^ 3
        + (-((k₁ - k₂) * (k₁ + k₂) * d ^ 3 / 2)) * (V - c) ^ 2
        + ((k₁ - k₂) ^ 2 * d ^ 4 / 4) * (V - c))
      (((k₁ - k₂) / 2 * ((V - c) ^ 2 + d ^ 2) - (k₁ + k₂) * d * (V - c)) ^ 2) V := by
    intro V
    have h : HasDerivAt (fun V : ℝ => V - c) 1 V := (hasDerivAt_id' V).sub_const c
    refine HasDerivAt.congr_deriv
      ((((((h.fun_pow 5).const_mul _).fun_add ((h.fun_pow 4).const_mul _)).fun_add
        ((h.fun_pow 3).const_mul _)).fun_add ((h.fun_pow 2).const_mul _)).fun_add
        (h.const_mul _)) ?_
    push_cast
    ring
  rw [integral_eq_sub_of_hasDerivAt (fun V _ => hF V)
    (Continuous.intervalIntegrable (by fun_prop) _ _)]
  -- the terms even in the distance from the centre cancel between the two ends
  ring
```

The Lean proof follows this calculation. It first replaces the integrand by its even-plus-odd form, using `energy_difference`. The statement `hF` then says that \(F(V-c)\) has the squared difference as its derivative at every \(V\); the derivative is assembled term by term from the power rule, and `ring` confirms that the result is the required square. The fundamental theorem of calculus, `integral_eq_sub_of_hasDerivAt`, turns the integral into a difference of end values. Its integrability condition is met because the integrand is continuous. The last `ring` performs the cancellation of the even powers.

## The squared gauge

Dividing by the window length \(2w\) gives the mean square, and squaring \(\Delta\) removes the root, because the mean square is a sum of nonnegative terms:

\[
\Delta^2=\frac{(k_1-k_2)^2}{4}\left(\frac{w^4}{5}+\frac{2d^2w^2}{3}+d^4\right)+\frac{(k_1+k_2)^2d^2w^2}{3}.
\]

For \(k_1=3\), \(k_2=1\), \(d=w=1\) this returns the value \(36/5\) found at the start.

```lean
/-- The squared Delta gauge of two harmonic equations of state whose equilibrium volumes lie
at `c + d` and `c - d`, on a window of half-width `w` about `c`. -/
theorem deltaGauge_sq (k₁ k₂ c d : ℝ) {w : ℝ} (hw : 0 < w) :
    deltaGauge (harmonicEOS k₁ (c + d)) (harmonicEOS k₂ (c - d)) c w ^ 2 =
      (k₁ - k₂) ^ 2 * (w ^ 4 / 5 + 2 * d ^ 2 * w ^ 2 / 3 + d ^ 4) / 4
        + (k₁ + k₂) ^ 2 * d ^ 2 * w ^ 2 / 3 := by
  have h2w : 2 * w ≠ 0 := by positivity
  unfold deltaGauge
  rw [integral_sq_difference, mul_div_cancel_left₀ _ h2w]
  exact Real.sq_sqrt (by positivity)
```

The only hypothesis of `deltaGauge_sq` is `0 < w`, which says that the window has positive length. The formula holds for stiffnesses of either sign, so the physical case \(k_1,k_2>0\) is included. In the proof, `mul_div_cancel_left₀` cancels the factor \(2w\), and `Real.sq_sqrt` removes the root once `positivity` has established that the expression under it is nonnegative.

The two contributions are not a pure stiffness error and a pure volume error. The first contains \(d\), since a stiffness mismatch costs more when the minima are far from the centre, and the second is weighted by the square of the sum of the stiffnesses, since a given shift costs more energy in a stiffer material.

## When the gauge vanishes

Suppose \(\Delta=0\). Both terms of \(\Delta^2\) are nonnegative, so each of them is zero. In the first, the bracket is at least \(w^4/5>0\), and hence \(k_1=k_2\). If \(k_1>0\), then \(k_1+k_2=2k_1>0\), and the second term forces \(d=0\). Conversely, equal stiffnesses and \(d=0\) make both terms vanish.

```lean
/-- If the first stiffness is positive, the Delta gauge vanishes exactly when the two
stiffnesses agree and the two equilibrium volumes coincide. -/
theorem deltaGauge_eq_zero_iff {k₁ w : ℝ} (k₂ c d : ℝ) (hk : 0 < k₁) (hw : 0 < w) :
    deltaGauge (harmonicEOS k₁ (c + d)) (harmonicEOS k₂ (c - d)) c w = 0 ↔
      k₁ = k₂ ∧ d = 0 := by
  have hs := deltaGauge_sq k₁ k₂ c d hw
  constructor
  · intro h
    rw [h] at hs
    have hB : 0 ≤ (k₁ + k₂) ^ 2 * d ^ 2 * w ^ 2 / 3 := by positivity
    have hP : 0 < w ^ 4 / 5 + 2 * d ^ 2 * w ^ 2 / 3 + d ^ 4 := by positivity
    -- a stiffness mismatch alone makes the gauge positive
    have hkk : k₁ = k₂ := by
      by_contra hne
      have hp : 0 < (k₁ - k₂) ^ 2 :=
        lt_of_le_of_ne (sq_nonneg _) (pow_ne_zero 2 (sub_ne_zero.2 hne)).symm
      have hm := mul_pos hp hP
      linarith
    refine ⟨hkk, ?_⟩
    -- and so does a volume shift
    by_contra hd
    have hk2 : 0 < k₂ := hkk ▸ hk
    have hA : 0 ≤ (k₁ - k₂) ^ 2 * (w ^ 4 / 5 + 2 * d ^ 2 * w ^ 2 / 3 + d ^ 4) / 4 := by
      positivity
    have hB' : 0 < (k₁ + k₂) ^ 2 * d ^ 2 * w ^ 2 / 3 := by positivity
    linarith
  · rintro ⟨h1, h2⟩
    rw [h1, h2] at hs ⊢
    exact (pow_eq_zero_iff two_ne_zero).1 (hs.trans (by ring))
```

Only the first stiffness is assumed positive; in the forward direction the second inherits its sign from the equality \(k_1=k_2\). Some such assumption is needed, because two curves of zero stiffness are both identically zero, whatever value \(d\) has.

The forward direction argues twice by contradiction. If the stiffnesses differed, the first term would be strictly positive; if \(d\) were nonzero, the second would be. Either way `linarith` finds a conflict with a total of zero. The reverse direction substitutes the equalities into the formula for \(\Delta^2\) and uses the fact that a number with square zero is itself zero.

## Equal stiffness: a pure volume shift

Let \(k_1=k_2=k\ge 0\). The first term disappears and the second becomes

\[
\Delta^2=\frac{(2k)^2d^2w^2}{3},\qquad\text{so}\qquad \Delta=\frac{2k|d|w}{\sqrt3}.
\]

The energy difference is then the straight line \(-2kdx\), and \(w/\sqrt3\) is the root mean square of \(x\) over the window. In terms of the full separation \(2|d|\) of the equilibrium volumes, the gauge is \(k\) times that separation times \(w/\sqrt3\).

```lean
/-- For equal, nonnegative stiffnesses the Delta gauge is proportional to the magnitude of the
volume shift and to the window width. -/
theorem deltaGauge_equal_stiffness {k w : ℝ} (c d : ℝ) (hk : 0 ≤ k) (hw : 0 < w) :
    deltaGauge (harmonicEOS k (c + d)) (harmonicEOS k (c - d)) c w =
      2 * k * |d| * w / Real.sqrt 3 := by
  refine (sq_eq_sq₀ (deltaGauge_nonneg _ _ _ _) (by positivity)).1 ?_
  rw [deltaGauge_sq k k c d hw, div_pow, Real.sq_sqrt (by norm_num : (0 : ℝ) ≤ 3),
    mul_pow, mul_pow, sq_abs]
  ring
```

Both sides are nonnegative, so it is enough to compare their squares, which is the content of `sq_eq_sq₀`. The left side is nonnegative by `deltaGauge_nonneg`, and the right side because \(k\ge0\) and \(w>0\). After the formula for \(\Delta^2\) has been inserted, the remaining identity is algebraic.

## Equal volumes: a pure stiffness mismatch

Now let both minima lie at the window centre, so that \(d=0\). The second term disappears, and only \(w^4/5\) survives in the bracket of the first:

\[
\Delta^2=\frac{(k_1-k_2)^2w^4}{20},\qquad\text{so}\qquad \Delta=\frac{|k_1-k_2|\,w^2}{2\sqrt5}.
\]

```lean
/-- For equal equilibrium volumes at the window centre the Delta gauge is linear in the magnitude of
the stiffness difference and quadratic in the window width. -/
theorem deltaGauge_equal_volume (k₁ k₂ c : ℝ) {w : ℝ} (hw : 0 < w) :
    deltaGauge (harmonicEOS k₁ c) (harmonicEOS k₂ c) c w =
      |k₁ - k₂| * w ^ 2 / (2 * Real.sqrt 5) := by
  have hs := deltaGauge_sq k₁ k₂ c 0 hw
  rw [add_zero, sub_zero] at hs
  refine (sq_eq_sq₀ (deltaGauge_nonneg _ _ _ _) (by positivity)).1 ?_
  rw [hs, div_pow, mul_pow, mul_pow, Real.sq_sqrt (by norm_num : (0 : ℝ) ≤ 5), sq_abs]
  ring
```

The proof sets \(d=0\) in `deltaGauge_sq`, simplifies \(c+0\) and \(c-0\) to \(c\), and compares squares as before. No sign condition on the stiffnesses is needed here, because their difference enters through its absolute value.

The two special cases respond differently to the choice of window. Doubling \(w\) doubles the gauge of a pure volume shift and quadruples that of a pure stiffness mismatch. For these harmonic curves, values of \(\Delta\) obtained with different windows are therefore not related by one common factor.

## Bounding the volume shift by the gauge

A single value of \(\Delta\) does not reveal how much of it comes from the stiffnesses and how much from the volumes. It does limit the volume shift. Dropping the nonnegative stiffness term from \(\Delta^2\) leaves

\[
\frac{(k_1+k_2)^2d^2w^2}{3}\le\Delta^2 .
\]

For positive stiffnesses and \(w>0\), taking roots and dividing by \((k_1+k_2)w\) gives

\[
|d|\le\frac{\sqrt3\,\Delta}{(k_1+k_2)\,w}.
\]

The two equilibrium volumes therefore differ by at most twice the right-hand side. When the stiffnesses are equal, the formula for a pure shift shows that the bound is attained.

```lean
/-- The Delta gauge bounds the distance `|d|` of either equilibrium volume from their
midpoint. -/
theorem volume_shift_le {k₁ k₂ w : ℝ} (c d : ℝ) (hk₁ : 0 < k₁) (hk₂ : 0 < k₂) (hw : 0 < w) :
    |d| ≤ Real.sqrt 3 * deltaGauge (harmonicEOS k₁ (c + d)) (harmonicEOS k₂ (c - d)) c w
      / ((k₁ + k₂) * w) := by
  have hpos : 0 < (k₁ + k₂) * w := by positivity
  rw [le_div_iff₀ hpos]
  refine (sq_le_sq₀ (by positivity)
    (mul_nonneg (Real.sqrt_nonneg _) (deltaGauge_nonneg _ _ _ _))).1 ?_
  rw [mul_pow, mul_pow (Real.sqrt 3), sq_abs, Real.sq_sqrt (by norm_num : (0 : ℝ) ≤ 3),
    deltaGauge_sq k₁ k₂ c d hw]
  -- the stiffness mismatch can only increase the gauge
  have hA : 0 ≤ (k₁ - k₂) ^ 2 * (w ^ 4 / 5 + 2 * d ^ 2 * w ^ 2 / 3 + d ^ 4) / 4 := by
    positivity
  linarith

end

end DeltaGauge
```

In Lean the denominator is first moved to the left by `le_div_iff₀`, which needs \((k_1+k_2)w>0\). The inequality between nonnegative numbers is then replaced by the one between their squares through `sq_le_sq₀`. The statement `hA` records that the discarded stiffness term is nonnegative, and `linarith` completes the comparison.

In a comparison of two electronic-structure calculations, the bound turns a gauge value into a statement about equilibrium volumes, provided that both curves are harmonic over the whole window, the window is centred on the mean of their equilibrium volumes and the sum of the stiffnesses is known. Since the bound divides by \((k_1+k_2)w\), the same \(\Delta\) on a window of the same width allows a larger volume shift in a soft solid than in a stiff one.

```lean
#print axioms DeltaGauge.deltaGauge_eq_zero_iff
#print axioms DeltaGauge.deltaGauge_equal_stiffness
#print axioms DeltaGauge.deltaGauge_equal_volume
#print axioms DeltaGauge.volume_shift_le
```

```
'DeltaGauge.deltaGauge_eq_zero_iff' depends on axioms: [propext, Classical.choice, Quot.sound]
'DeltaGauge.deltaGauge_equal_stiffness' depends on axioms: [propext, Classical.choice, Quot.sound]
'DeltaGauge.deltaGauge_equal_volume' depends on axioms: [propext, Classical.choice, Quot.sound]
'DeltaGauge.volume_shift_le' depends on axioms: [propext, Classical.choice, Quot.sound]
```
